# Energy derivatives of a smooth solution family of a closed operator: \((h-E)u^{(n)}=n\,u^{(n-1)}\) for \(n\ge 1\)

With the nonrelativistic radial equation, an LAPW code can obtain the energy derivative \(\dot u\) of a radial function \(u\) by integrating once more, now with \(u\) itself as source: \((h-E)\dot u=u\). For the function \(\ddot u\), from which a local orbital can be built, the source is \(2\dot u\). In the scalar-relativistic equation the operator itself depends on \(E\), which adds further source terms; here \(h\) is independent of \(E\). The theorem below gives these sources at every order, for a closed linear operator \(h\) and a sufficiently smooth family \(u(E)\) that solves \((h-E)u(E)=0\) throughout an open energy window.

## An equation that includes the domain

```lean
import Mathlib

open Set Filter Topology
open scoped BoundedContinuousFunction

namespace EnergyDerivatives

noncomputable section

variable {X : Type*} [NormedAddCommGroup X] [NormedSpace ℝ X]
```

The vectors, which in the application are radial functions, live in a real normed space `X`. Energies are real numbers.

```lean
/-- The equation `(h - E) x = y` for a possibly unbounded operator `h`, including the
requirement that `x` lies in the domain of `h`. -/
def Solves (h : X →ₗ.[ℝ] X) (E : ℝ) (x y : X) : Prop :=
  ∃ hx : x ∈ h.domain, h ⟨x, hx⟩ - E • x = y
```

The type `X →ₗ.[ℝ] X` describes a linear operator defined on a subspace `h.domain`, as a differential operator is. `Solves h E x y` says two things: \(x\) lies in the domain, and \(hx-Ex=y\). The name `hx` stands for a proof of the first, and Lean requires it before `h` may be applied to `x`. The sign `•` multiplies a vector by a number.

```lean
/-- The equation `(h - E) x = y` says that the pair `(x, E x + y)` lies in the graph of `h`. -/
theorem solves_iff_graph (h : X →ₗ.[ℝ] X) (E : ℝ) (x y : X) :
    Solves h E x y ↔ (x, E • x + y) ∈ h.graph := by
  rw [LinearPMap.mem_graph_iff]
  constructor
  · rintro ⟨hx, hy⟩
    exact ⟨⟨x, hx⟩, rfl, by rw [← hy]; abel⟩
  · rintro ⟨z, hz, hy⟩
    dsimp only at hz hy
    subst hz
    exact ⟨z.2, by rw [Subtype.coe_eta, hy]; abel⟩
```

The graph of \(h\) is the set of pairs \((x,hx)\) with \(x\) in the domain. Since \((h-E)x=y\) means \(hx=Ex+y\), the equation holds exactly when \((x,Ex+y)\) is in the graph. The proof treats the two directions separately, and `abel` moves \(Ex\) across the equals sign.

## Differentiating with respect to energy

```lean
/-- For a closed operator, the equation `(h - t) v(t) = f(t)` on an open set of energies may be
differentiated: `(h - E) v'(E) = v(E) + f'(E)` wherever `v` and `f` are differentiable. -/
theorem solves_deriv {h : X →ₗ.[ℝ] X} (hc : h.IsClosed) {S : Set ℝ} (hS : IsOpen S)
    {v f : ℝ → X} {v' f' : X} {E : ℝ} (hE : E ∈ S)
    (hs : ∀ t ∈ S, Solves h t (v t) (f t))
    (hv : HasDerivAt v v' E) (hf : HasDerivAt f f' E) :
    Solves h E v' (v E + f') := by
  have hG : IsClosed (h.graph : Set (X × X)) := hc
  have hm : ∀ t ∈ S, (v t, t • v t + f t) ∈ h.graph :=
    fun t ht => (solves_iff_graph h t _ _).1 (hs t ht)
  have h1 : HasDerivAt (fun t : ℝ => t • v t) (E • v' + (1 : ℝ) • v E) E :=
    (hasDerivAt_id' E).smul hv
  have h2 : HasDerivAt (fun t : ℝ => t • v t + f t) (E • v' + (1 : ℝ) • v E + f') E :=
    h1.add hf
  -- difference quotients stay in the graph, and the graph is closed
  have h3 : (v', E • v' + (1 : ℝ) • v E + f') ∈ h.graph := by
    refine hG.mem_of_tendsto (hv.prodMk h2).tendsto_slope ?_
    have hev : ∀ᶠ t in 𝓝[≠] E, t ∈ S := nhdsWithin_le_nhds (hS.mem_nhds hE)
    filter_upwards [hev] with t ht
    exact h.graph.smul_mem _ (h.graph.sub_mem (hm t ht) (hm E hE))
  rw [solves_iff_graph]
  rwa [one_smul, add_assoc] at h3
```

Suppose \((h-t)v(t)=f(t)\) for all \(t\) in an open set \(S\). Formally, the product rule gives \((h-E)v'(E)=v(E)+f'(E)\). For an unbounded \(h\), however, one must justify taking the derivative through \(h\), and show that \(v'(E)\) is in the domain at all.

The hypothesis `h.IsClosed`, which says that the graph is a closed set, settles both. Put \(s(t)=t\,v(t)+f(t)\), so that \((v(t),s(t))\) is in the graph. The graph is a linear subspace, so it also contains the difference quotient

\[
\left(\frac{v(t)-v(E)}{t-E},\ \frac{s(t)-s(E)}{t-E}\right),\qquad t\in S,\ t\neq E .
\]

As \(t\to E\) this tends to \((v'(E),\,E\,v'(E)+v(E)+f'(E))\), which stays in the graph because the graph is closed. That is the claim.

In the code, `h1` and `h2` compute \(s'(E)\), `tendsto_slope` supplies the limit, and `mem_of_tendsto` uses closedness.

```lean
/-- A family that is `N` times continuously differentiable on an open set of energies has there
a differentiable `k`-th energy derivative for each `k < N`. -/
theorem hasDerivAt_energyDeriv {S : Set ℝ} (hS : IsOpen S) {u : ℝ → X} {N k : ℕ}
    (hu : ContDiffOn ℝ N u S) (hk : k < N) {E : ℝ} (hE : E ∈ S) :
    HasDerivAt (iteratedDeriv k u) (iteratedDeriv (k + 1) u E) E := by
  have h1 := hu.differentiableOn_iteratedDerivWithin (m := k)
    (by exact_mod_cast hk) hS.uniqueDiffOn
  have h2 : DifferentiableOn ℝ (iteratedDeriv k u) S :=
    h1.congr (fun t ht => (iteratedDerivWithin_of_isOpen hS ht).symm)
  rw [iteratedDeriv_succ]
  exact (h2.differentiableAt (hS.mem_nhds hE)).hasDerivAt
```

`iteratedDeriv k u` is \(u^{(k)}\), and `ContDiffOn ℝ N u S` says that \(u\) is \(N\) times continuously differentiable on \(S\). The lemma states that \(u^{(k)}\) has derivative \(u^{(k+1)}\) at each point of \(S\) when \(k<N\). The proof uses that derivatives taken within an open set agree with ordinary ones.

```lean
/-- Let `h` be closed and `(h - E) u(E) = 0` on an open set of energies, with `u` of class `C^N`
there. Then `(h - E) u^(n+1)(E) = (n+1) u^(n)(E)` whenever `n + 1 ≤ N`. -/
theorem energy_derivative {h : X →ₗ.[ℝ] X} (hc : h.IsClosed) {S : Set ℝ} (hS : IsOpen S)
    {u : ℝ → X} {N : ℕ} (hu : ContDiffOn ℝ N u S) (hs : ∀ E ∈ S, Solves h E (u E) 0)
    (n : ℕ) (hn : n + 1 ≤ N) {E : ℝ} (hE : E ∈ S) :
    Solves h E (iteratedDeriv (n + 1) u E) (((n : ℝ) + 1) • iteratedDeriv n u E) := by
  induction n generalizing E with
  | zero =>
    have hd := hasDerivAt_energyDeriv hS hu (k := 0) (by omega) hE
    have h1 := solves_deriv hc hS hE (v := iteratedDeriv 0 u) (f := fun _ => 0)
      (by simpa only [iteratedDeriv_zero] using hs) hd (hasDerivAt_const E 0)
    simpa using h1
  | succ n ih =>
    -- differentiate the identity of the previous order
    have h1 := solves_deriv hc hS hE (fun t ht => ih (by omega) ht)
      (hasDerivAt_energyDeriv hS hu (by omega) hE)
      ((hasDerivAt_energyDeriv hS hu (k := n) (by omega) hE).const_smul ((n : ℝ) + 1))
    convert h1 using 1
    push_cast
    module
```

This is the main theorem. Lean counts \(n\) from zero, so it reads

\[
(h-E)\,u^{(n+1)}(E)=(n+1)\,u^{(n)}(E),\qquad n+1\le N,
\]

and it includes the statement that \(u^{(n+1)}(E)\) is in the domain.

The argument is induction on \(n\). For \(n=0\), take \(v=u\) and \(f=0\) in the differentiation lemma, which gives \((h-E)u'=u\). If the identity holds at order \(n\) for all energies in \(S\), take \(v=u^{(n+1)}\) and \(f=(n+1)u^{(n)}\):

\[
(h-E)u^{(n+2)}=u^{(n+1)}+(n+1)u^{(n+1)}=(n+2)u^{(n+1)} .
\]

The words `generalizing E` make the induction hypothesis available at every energy in the window, as differentiation requires. At the end, `module` adds the coefficients.

No normalisation of \(u\) is assumed. For the radial problem, \(h\) must carry no fixed boundary condition at the sphere, since such a condition would leave only discrete energies. That this radial operator is closed, and that its solutions depend smoothly on \(E\) in the norm of `X`, has to be established separately.

## Bounded operators

```lean
/-- For a bounded operator with `h u(E) = E u(E)` on an open set of energies and `u` of class
`C^N` there, `h u^(n+1)(E) - E u^(n+1)(E) = (n+1) u^(n)(E)` whenever `n + 1 ≤ N`. -/
theorem bounded_energy_derivative (h : X →L[ℝ] X) {S : Set ℝ} (hS : IsOpen S)
    {u : ℝ → X} {N : ℕ} (hu : ContDiffOn ℝ N u S) (hs : ∀ E ∈ S, h (u E) = E • u E)
    (n : ℕ) (hn : n + 1 ≤ N) {E : ℝ} (hE : E ∈ S) :
    h (iteratedDeriv (n + 1) u E) - E • iteratedDeriv (n + 1) u E
      = ((n : ℝ) + 1) • iteratedDeriv n u E := by
  -- a bounded operator has a closed graph
  have hc : ((h : X →ₗ[ℝ] X).toPMap ⊤).IsClosed := by
    have hg : (((h : X →ₗ[ℝ] X).toPMap ⊤).graph : Set (X × X)) = {p | h p.1 = p.2} := by
      ext ⟨x, y⟩
      constructor
      · intro hp
        obtain ⟨z, hz, hy⟩ := (LinearPMap.mem_graph_iff _).1 hp
        have hz' : (z : X) = x := hz
        change h x = y
        rw [← hz']
        exact hy
      · intro hp
        exact (LinearPMap.mem_graph_iff _).2 ⟨⟨x, Submodule.mem_top⟩, rfl, hp⟩
    change IsClosed (((h : X →ₗ[ℝ] X).toPMap ⊤).graph : Set (X × X))
    rw [hg]
    exact isClosed_eq (h.continuous.comp continuous_fst) continuous_snd
  obtain ⟨_, hx⟩ := energy_derivative hc hS hu
    (fun t ht => ⟨Submodule.mem_top, sub_eq_zero.2 (hs t ht)⟩) n hn hE
  exact hx
```

Here `X →L[ℝ] X` is the type of bounded operators, defined on all of \(X\). The graph is the set where the continuous functions \(h(x)\) and \(y\) of the pair \((x,y)\) agree, so it is closed and the main theorem applies.

The energy window matters. An eigenvalue of a bounded operator cannot exceed its norm in magnitude, so a relation required at all real \(E\) would force \(u\) to vanish at large \(|E|\). For a finite matrix, even a window admits only \(u=0\), because there are finitely many eigenvalues and \(u\) is continuous.

```lean
/-- For a bounded operator with `h u(E) = E u(E)` on an open set of energies and `u` of class
`C^N` there, `(h - E)^n u^(n)(E) = n! u(E)` for `n ≤ N`. -/
theorem bounded_energy_chain (h : X →L[ℝ] X) {S : Set ℝ} (hS : IsOpen S)
    {u : ℝ → X} {N : ℕ} (hu : ContDiffOn ℝ N u S) (hs : ∀ E ∈ S, h (u E) = E • u E)
    (n : ℕ) (hn : n ≤ N) {E : ℝ} (hE : E ∈ S) :
    ((h - E • (1 : X →L[ℝ] X)) ^ n) (iteratedDeriv n u E) = (n.factorial : ℝ) • u E := by
  induction n with
  | zero => simp
  | succ n ih =>
    have h1 : (h - E • (1 : X →L[ℝ] X)) (iteratedDeriv (n + 1) u E)
        = ((n : ℝ) + 1) • iteratedDeriv n u E :=
      bounded_energy_derivative h hS hu hs n hn hE
    rw [pow_succ]
    change ((h - E • (1 : X →L[ℝ] X)) ^ n)
      ((h - E • (1 : X →L[ℝ] X)) (iteratedDeriv (n + 1) u E)) = _
    rw [h1, map_smul, ih (by omega), smul_smul]
    congr 1
    rw [Nat.factorial_succ, Nat.cast_mul, Nat.cast_succ]
```

Repeated use of the identity lowers the order to zero:

\[
(h-E)^{n+1}u^{(n+1)}=(n+1)(h-E)^n u^{(n)}=(n+1)!\,u .
\]

The induction in Lean is this line, starting from \(u=u\) at \(n=0\).

## A nonzero family for the left shift

```lean
/-- The bounded operators on a real normed space. -/
abbrev BoundedOp (X : Type*) [NormedAddCommGroup X] [NormedSpace ℝ X] := X →L[ℝ] X
```

This is a shorter name for the type of bounded operators, used to build an example with \(u\neq 0\).

```lean
/-- The response `(1 - E R)⁻¹ e` to a source `e`, for energies where `1 - E R` is invertible. -/
def response (R : BoundedOp X) (e : X) (E : ℝ) : X :=
  Ring.inverse ((1 : X →L[ℝ] X) - E • R) e
```

The response to a source \(e\) is \(w(E)=(1-ER)^{-1}e\).

```lean
/-- On a Banach space, if `R` does not increase norms, the response `w(E)` is smooth to any
finite order and solves `w - E R w = e` for `-1 < E < 1`. -/
theorem response_spec [CompleteSpace X] (R : BoundedOp X) (hR : ∀ x, ‖R x‖ ≤ ‖x‖)
    (e : X) (N : ℕ) :
    ContDiffOn ℝ N (response R e) (Ioo (-1) 1) ∧
      ∀ E ∈ Ioo (-1 : ℝ) 1, response R e E - E • R (response R e E) = e := by
  have hlt : ∀ E ∈ Ioo (-1 : ℝ) 1, ‖E • R‖ < 1 := by
    intro E hE
    have h0 : ‖R‖ ≤ 1 :=
      ContinuousLinearMap.opNorm_le_bound R zero_le_one (fun x => by simpa using hR x)
    have h1 : |E| < 1 := abs_lt.2 hE
    have h2 := mul_le_mul_of_nonneg_left h0 (abs_nonneg E)
    rw [norm_smul, Real.norm_eq_abs]
    linarith
  refine ⟨fun E hE => ?_, fun E hE => ?_⟩
  · have h1 : ContDiffAt ℝ N Ring.inverse ((1 : X →L[ℝ] X) - E • R) :=
      contDiffAt_ringInverse ℝ (Units.oneSub (E • R) (hlt E hE))
    have h2 : ContDiffAt ℝ N (fun t : ℝ => (1 : X →L[ℝ] X) - t • R) E :=
      contDiffAt_const.sub (contDiffAt_id.smul contDiffAt_const)
    exact ((h1.comp E h2).clm_apply contDiffAt_const).contDiffWithinAt
  · have hU : IsUnit ((1 : X →L[ℝ] X) - E • R) := ⟨Units.oneSub (E • R) (hlt E hE), rfl⟩
    exact congrArg (fun T : X →L[ℝ] X => T e) (Ring.mul_inverse_cancel _ hU)
```

If \(\|Rx\|\le\|x\|\) for all \(x\), then \(\|ER\|\le|E|<1\) on the window \(-1<E<1\), written `Ioo (-1) 1`. On a complete space \(1-ER\) is then invertible, by the geometric series. Inversion is smooth at invertible operators, so \(w\) is smooth, and \(w-ERw=e\).

```lean
/-- The bounded operator on bounded real sequences that sends `f` to the sequence `f (g n)`. -/
def relabel (g : ℕ → ℕ) : BoundedOp (ℕ →ᵇ ℝ) :=
  LinearMap.mkContinuous
    { toFun := fun f => f.compContinuous ⟨g, continuous_of_discreteTopology⟩
      map_add' := fun _ _ => rfl
      map_smul' := fun _ _ => rfl } 1 (fun f => by
        rw [one_mul]
        exact (BoundedContinuousFunction.norm_le (norm_nonneg f)).2
          (fun n => f.norm_coe_le_norm (g n)))
```

`ℕ →ᵇ ℝ` is the space of bounded real sequences with the supremum norm. `relabel g` sends \((f_n)\) to \((f_{g(n)})\), which cannot increase the norm.

```lean
/-- The sequence that is one at site zero and zero elsewhere. -/
def pulse : ℕ →ᵇ ℝ :=
  BoundedContinuousFunction.ofNormedAddCommGroupDiscrete
    (fun n => if n = 0 then 1 else 0) 1 (by intro n; split_ifs <;> simp)
```

The source is \(e_n=\delta_{n0}\).

```lean
/-- The response to the pulse under the right shift that keeps site zero, for `-1 < E < 1`. -/
def shiftMode : ℝ → (ℕ →ᵇ ℝ) := response (relabel Nat.pred) pulse
```

`Nat.pred` lowers an index by one and keeps zero at zero, so \(R\) sends \((f_0,f_1,\dots)\) to \((f_0,f_0,f_1,\dots)\).

```lean
/-- The left shift on bounded sequences has the nonzero eigenvectors `shiftMode E` with
eigenvalue `E` for `-1 < E < 1`, and they depend on `E` with any finite order of smoothness. -/
theorem bounded_energy_derivative_witness (N : ℕ) :
    ContDiffOn ℝ N shiftMode (Ioo (-1) 1) ∧ ∀ E ∈ Ioo (-1 : ℝ) 1,
      relabel Nat.succ (shiftMode E) = E • shiftMode E ∧ shiftMode E ≠ 0 := by
  have hR : ∀ f : ℕ →ᵇ ℝ, ‖relabel Nat.pred f‖ ≤ ‖f‖ := fun f =>
    (BoundedContinuousFunction.norm_le (norm_nonneg f)).2
      (fun n => f.norm_coe_le_norm (Nat.pred n))
  obtain ⟨hsmooth, heq⟩ := response_spec (relabel Nat.pred) hR pulse N
  refine ⟨hsmooth, fun E hE => ?_⟩
  -- the defining equation, site by site
  have h4 : ∀ n : ℕ, shiftMode E n - E * shiftMode E (Nat.pred n)
      = if n = 0 then 1 else 0 :=
    fun n => congrArg (fun f : ℕ →ᵇ ℝ => f n) (heq E hE)
  constructor
  · ext n
    have h5 : shiftMode E (n + 1) - E * shiftMode E n = 0 :=
      (h4 (n + 1)).trans (if_neg (Nat.succ_ne_zero n))
    change shiftMode E (n + 1) = E * shiftMode E n
    linarith
  · intro h0
    have h5 := h4 0
    rw [h0] at h5
    simp at h5

end

end EnergyDerivatives
```

The operator \(h\) is now the left shift, \((hf)_n=f_{n+1}\). Site by site, the response equation reads

\[
(1-E)\,w_0=1,\qquad w_{n+1}-E\,w_n=0 .
\]

The second equation is \(hw=Ew\), and the first excludes \(w=0\). Solved by hand, they give \(w_n=E^n/(1-E)\). The left shift with this family therefore meets every hypothesis of `bounded_energy_derivative` on \(-1<E<1\), with \(u\) nonzero throughout.

```lean
#print axioms EnergyDerivatives.hasDerivAt_energyDeriv
#print axioms EnergyDerivatives.bounded_energy_chain
```

```
'EnergyDerivatives.hasDerivAt_energyDeriv' depends on axioms: [propext, Classical.choice, Quot.sound]
'EnergyDerivatives.bounded_energy_chain' depends on axioms: [propext, Classical.choice, Quot.sound]
```
